# A damped Lorentz oscillator obeys the f-sum rule for every resonance frequency and every positive damping

The susceptibility is treated here as an ordinary complex-valued function of a real frequency \(w\), with a strictly positive damping rate \(g\). Absorption is then a smooth line of finite width that can be integrated in the usual sense. The undamped oscillator, whose absorption is a delta function, is excluded from the sum rule and taken up at the end.

The model is a charge bound by a linear force, with equation of motion \(\ddot x+g\dot x+w_0^2x=qE/m\) and fields varying as \(e^{-iwt}\). Here \(w_0\ge 0\) is the resonance frequency, and \(w_0=0\) describes free carriers (the Drude response). The constant \(g\) stands for all loss of momentum to the surroundings, taken to be independent of frequency. The real number \(w_p\) is the plasma frequency, and \(w_p^2\) is proportional to the density of oscillators. The claim is that

\[
\int_0^\infty w\,\operatorname{Im}\chi(w)\,dw=\frac{\pi w_p^2}{2}\qquad(w_0\ge 0,\ g>0).
\]

The integrand is proportional to the real part of the optical conductivity. In Lean the integral is the Lebesgue integral over `Ioi 0`, the open half-line of positive frequencies.

```lean
import Mathlib

open MeasureTheory Set
open scoped Real

namespace LorentzOscillatorSumRule

noncomputable section
```

## The absorption line

Let \(q\) and \(m\) be the charge and mass of each oscillator, \(n\) the number of oscillators per volume and \(E\) the electric field. Solving the equation of motion at frequency \(w\) gives \(x\), and the polarisation \(nqx=\varepsilon_0\chi E\) (SI units) then gives, with \(w_p^2=nq^2/(\varepsilon_0 m)\),

\[
\chi(w)=\frac{w_p^2}{w_0^2-w^2-igw}.
\]

The sign of the damping term follows from the convention \(e^{-iwt}\), and it makes \(\operatorname{Im}\chi\ge 0\) at positive frequency. The parameters are real numbers in `chi` and are converted to complex ones inside the formula.

```lean
/-- Lorentz-oscillator susceptibility with plasma frequency `wp`, resonance `w0` and damping `g`,
at real frequencies `w` where the denominator does not vanish. -/
def chi (wp w0 g w : ℝ) : ℂ :=
  (wp : ℂ) ^ 2 / ((w0 : ℂ) ^ 2 - (w : ℂ) ^ 2 - Complex.I * g * w)
```

The squared modulus of the denominator is

\[
D(w)=(w_0^2-w^2)^2+g^2w^2.
\]

```lean
/-- Squared modulus of the resonance denominator. -/
def oscDenom (w0 g w : ℝ) : ℝ := (w0 ^ 2 - w ^ 2) ^ 2 + g ^ 2 * w ^ 2
```

The part of the absorption that does not depend on \(w_p\) is the line shape

\[
L(w)=\frac{g\,w^2}{D(w)}.
\]

```lean
/-- Absorption line shape per unit of squared plasma frequency, where `oscDenom` is nonzero. -/
def lineShape (w0 g w : ℝ) : ℝ := g * w ^ 2 / oscDenom w0 g w
```

The substitution that does most of the work uses a reduced detuning, which for \(w_0>0\) vanishes at resonance and is approximately \(2(w-w_0)/g\) close to it:

\[
u(w)=\frac1g\left(w-\frac{w_0^2}{w}\right).
\]

```lean
/-- Reduced detuning `(w - w0²/w)/g`, for nonzero `w` and `g`. -/
def detuning (w0 g w : ℝ) : ℝ := (w - w0 ^ 2 * w⁻¹) / g
```

For \(g>0\) and \(w>0\) the term \(g^2w^2\) is positive and the other square is nonnegative, so \(D(w)>0\).

```lean
/-- The squared modulus of the resonance denominator is positive at positive frequency and
damping. -/
lemma oscDenom_pos {g w : ℝ} (w0 : ℝ) (hg : 0 < g) (hw : 0 < w) : 0 < oscDenom w0 g w := by
  unfold oscDenom
  positivity
```

For real \(a,b,c\) one has \(\operatorname{Im}\,a/(b-ic)=ac/(b^2+c^2)\). With \(a=w_p^2\), \(b=w_0^2-w^2\) and \(c=gw\) this gives

\[
\operatorname{Im}\chi(w)=\frac{w_p^2\,g\,w}{D(w)},\qquad w\operatorname{Im}\chi(w)=w_p^2L(w).
\]

In the proof, `key` is the general formula and `hden` splits the denominator into its real and imaginary parts.

```lean
/-- The frequency-weighted absorption is the squared plasma frequency times the line shape. -/
theorem weighted_absorption (wp w0 g w : ℝ) :
    w * (chi wp w0 g w).im = wp ^ 2 * lineShape w0 g w := by
  have key : ∀ a b c : ℝ, ((a : ℂ) / (⟨b, -c⟩ : ℂ)).im = a * c / (b ^ 2 + c ^ 2) := by
    intro a b c
    simp only [Complex.div_im, Complex.normSq_mk, Complex.ofReal_re, Complex.ofReal_im]
    ring
  have hden : (w0 : ℂ) ^ 2 - (w : ℂ) ^ 2 - Complex.I * g * w
      = ⟨w0 ^ 2 - w ^ 2, -(g * w)⟩ := by
    apply Complex.ext <;> simp [pow_two]
  rw [chi, hden, ← Complex.ofReal_pow, key, lineShape, oscDenom]
  ring
```

## From the detuning to an area of π

Let \(w_0>0\). If \(u(x)=u(y)\) for positive \(x,y\), multiplying by \(gxy\) and collecting terms gives

\[
(x-y)(xy+w_0^2)=0,
\]

and the second factor is positive, so \(x=y\). Conversely, a real value \(v\) is reached when \(w^2-gvw-w_0^2=0\), which has the root

\[
w=\tfrac12\left(gv+\sqrt{g^2v^2+4w_0^2}\right)>0,
\]

positive because the square root exceeds \(|gv|\). Thus \(u\) maps the positive frequencies one-to-one onto the whole real line. Lean states this as injectivity on `Ioi 0` together with an image equal to `univ`. Underdamped and overdamped oscillators are covered alike.

```lean
/-- For `w0 > 0` and `g > 0`, the reduced detuning sweeps the whole real line exactly once as `w`
runs over the positive frequencies. -/
theorem detuning_bijective {w0 g : ℝ} (hw0 : 0 < w0) (hg : 0 < g) :
    InjOn (detuning w0 g) (Ioi 0) ∧ detuning w0 g '' Ioi 0 = univ := by
  constructor
  · intro x hx y hy h
    have hx0 : 0 < x := hx
    have hy0 : 0 < y := hy
    have h' : x - w0 ^ 2 * x⁻¹ = y - w0 ^ 2 * y⁻¹ := (div_left_inj' hg.ne').mp h
    have hxx : x * x⁻¹ = 1 := mul_inv_cancel₀ hx0.ne'
    have hyy : y * y⁻¹ = 1 := mul_inv_cancel₀ hy0.ne'
    have hz : (x - y) * (x * y + w0 ^ 2) = 0 := by
      linear_combination x * y * h' + w0 ^ 2 * y * hxx - w0 ^ 2 * x * hyy
    have hp : x * y + w0 ^ 2 ≠ 0 := by positivity
    exact sub_eq_zero.mp ((mul_eq_zero.mp hz).resolve_right hp)
  · refine eq_univ_of_forall fun v => ?_
    -- the positive root of w² - g v w - w0² = 0
    obtain ⟨w, hw, hq⟩ : ∃ w : ℝ, 0 < w ∧ w ^ 2 - w0 ^ 2 = g * v * w := by
      have hs := Real.sq_sqrt (show 0 ≤ (g * v) ^ 2 + 4 * w0 ^ 2 by positivity)
      have hs0 := Real.sqrt_nonneg ((g * v) ^ 2 + 4 * w0 ^ 2)
      set s := Real.sqrt ((g * v) ^ 2 + 4 * w0 ^ 2)
      refine ⟨(g * v + s) / 2, ?_, by linear_combination hs / 4⟩
      by_contra hn
      have h1 : 0 ≤ -(g * v + s) := by linarith
      have h2 : 0 ≤ s - g * v := by linarith
      nlinarith [mul_nonneg h2 h1, pow_pos hw0 2]
    refine ⟨w, hw, ?_⟩
    have hww : w * w⁻¹ = 1 := mul_inv_cancel₀ hw.ne'
    rw [detuning, div_eq_iff hg.ne']
    linear_combination w⁻¹ * hq - (w - g * v) * hww
```

The derivative of the detuning and the Cauchy density transform as

\[
\frac{du}{dw}=\frac1g\left(1+\frac{w_0^2}{w^2}\right),\qquad
\frac{1}{1+u^2}=\frac{g^2w^2}{D(w)}.
\]

Their product is \(g(w^2+w_0^2)/D(w)\), and therefore

\[
\int_0^\infty\frac{g(w^2+w_0^2)}{D(w)}\,dw=\int_{-\infty}^{\infty}\frac{du}{1+u^2}=\pi.
\]

The derivative is `hd` and the product is `key`. The change of variables is applied twice, once to carry over integrability and once to carry over the value.

```lean
/-- For `w0 > 0` and `g > 0`, the symmetrised line shape is integrable over positive frequencies and
has area `π`. -/
theorem symmetrised_area {w0 g : ℝ} (hw0 : 0 < w0) (hg : 0 < g) :
    IntegrableOn (fun w => g * (w ^ 2 + w0 ^ 2) / oscDenom w0 g w) (Ioi 0) ∧
      ∫ w in Ioi (0 : ℝ), g * (w ^ 2 + w0 ^ 2) / oscDenom w0 g w = π := by
  obtain ⟨hinj, himg⟩ := detuning_bijective hw0 hg
  have hd : ∀ w ∈ Ioi (0 : ℝ), HasDerivWithinAt (detuning w0 g)
      ((1 + w0 ^ 2 * (w ^ 2)⁻¹) / g) (Ioi 0) w := by
    intro w hw
    have hw' : 0 < w := hw
    have h := ((hasDerivAt_id' w).fun_sub
      ((hasDerivAt_inv hw'.ne').const_mul (w0 ^ 2))).div_const g
    exact (h.congr_deriv (by ring)).hasDerivWithinAt
  -- the Cauchy density in the detuning becomes the symmetrised line shape
  have key : ∀ w ∈ Ioi (0 : ℝ), |(1 + w0 ^ 2 * (w ^ 2)⁻¹) / g| • (1 + detuning w0 g w ^ 2)⁻¹
      = g * (w ^ 2 + w0 ^ 2) / oscDenom w0 g w := by
    intro w hw
    have hw' : 0 < w := hw
    have hD := (oscDenom_pos w0 hg hw').ne'
    have h1 : 1 + detuning w0 g w ^ 2 = oscDenom w0 g w / (g * w) ^ 2 := by
      unfold detuning oscDenom
      field_simp
      ring
    rw [h1, inv_div, abs_of_pos (by positivity), smul_eq_mul]
    field_simp
  constructor
  · have h := (integrableOn_image_iff_integrableOn_abs_deriv_smul measurableSet_Ioi hd hinj
      (fun x : ℝ => (1 + x ^ 2)⁻¹)).mp integrable_inv_one_add_sq.integrableOn
    exact (integrableOn_congr_fun key measurableSet_Ioi).mp h
  · have h := integral_image_eq_integral_abs_deriv_smul measurableSet_Ioi hd hinj
      (fun x : ℝ => (1 + x ^ 2)⁻¹)
    rw [himg, setIntegral_univ, integral_univ_inv_one_add_sq] at h
    exact (setIntegral_congr_fun measurableSet_Ioi key).symm.trans h.symm
```

## Reflection about the resonance

The integrand just found is \(L(w)\) plus \(g w_0^2/D(w)\). To compare the two parts, put \(r=w_0^2/w\), which maps the positive half-line onto itself. Then

\[
D(r)=\frac{w_0^4}{w^4}D(w),\qquad
L(r)\left|\frac{dr}{dw}\right|
=\frac{g\,w_0^4}{w^2}\cdot\frac{w^4}{w_0^4D(w)}\cdot\frac{w_0^2}{w^2}
=\frac{g\,w_0^2}{D(w)}.
\]

The two parts have equal integrals. In Lean, `hinj` and `himg` establish the mapping, and `h1` is the scaling of \(D\).

```lean
/-- For `w0 > 0` and `g > 0`, reflection `w → w0²/w` about the resonance equates the areas of the
two parts of the symmetrised line shape. -/
theorem reflection {w0 g : ℝ} (hw0 : 0 < w0) (hg : 0 < g) :
    ∫ w in Ioi (0 : ℝ), lineShape w0 g w
      = ∫ w in Ioi (0 : ℝ), g * w0 ^ 2 / oscDenom w0 g w := by
  have hd : ∀ w ∈ Ioi (0 : ℝ), HasDerivWithinAt (fun x : ℝ => w0 ^ 2 * x⁻¹)
      (-(w0 ^ 2 * (w ^ 2)⁻¹)) (Ioi 0) w := by
    intro w hw
    have hw' : 0 < w := hw
    have h := (hasDerivAt_inv hw'.ne').const_mul (w0 ^ 2)
    exact (h.congr_deriv (by ring)).hasDerivWithinAt
  have hinj : InjOn (fun x : ℝ => w0 ^ 2 * x⁻¹) (Ioi 0) := fun x _ y _ h =>
    inv_injective (mul_left_cancel₀ (pow_pos hw0 2).ne' h)
  have himg : (fun x : ℝ => w0 ^ 2 * x⁻¹) '' Ioi 0 = Ioi 0 := by
    ext y
    constructor
    · rintro ⟨x, hx, rfl⟩
      exact mul_pos (pow_pos hw0 2) (inv_pos.mpr hx)
    · intro hy
      have hy' : 0 < y := hy
      refine ⟨w0 ^ 2 * y⁻¹, mul_pos (pow_pos hw0 2) (inv_pos.mpr hy'), ?_⟩
      field_simp
  have h := integral_image_eq_integral_abs_deriv_smul measurableSet_Ioi hd hinj (lineShape w0 g)
  rw [himg] at h
  refine h.trans (setIntegral_congr_fun measurableSet_Ioi fun w hw => ?_)
  have hw' : 0 < w := hw
  have hD := (oscDenom_pos w0 hg hw').ne'
  have h1 : oscDenom w0 g (w0 ^ 2 * w⁻¹) = w0 ^ 4 / w ^ 4 * oscDenom w0 g w := by
    unfold oscDenom
    field_simp
    ring
  simp only [lineShape, smul_eq_mul]
  rw [h1, abs_neg, abs_of_pos (by positivity)]
  field_simp
```

For \(w_0>0\), two equal areas add up to \(\pi\), so each is \(\pi/2\). Splitting the integral requires \(L\) to be integrable, which follows from \(0\le L\le g(w^2+w_0^2)/D\).

For \(w_0=0\) the reflection is unavailable, but the line is a Lorentzian centred at zero frequency:

\[
L(w)=\frac{g}{w^2+g^2}=\frac1g\,\frac{1}{1+(w/g)^2},\qquad
\int_0^\infty L(w)\,dw=\Big[\arctan\frac wg\Big]_0^\infty=\frac\pi2.
\]

The proof treats these cases separately, free carriers first.

```lean
/-- The line shape has area `π/2` for every resonance frequency `w0 ≥ 0` and damping `g > 0`. -/
theorem lineShape_area {w0 g : ℝ} (hw0 : 0 ≤ w0) (hg : 0 < g) :
    ∫ w in Ioi (0 : ℝ), lineShape w0 g w = π / 2 := by
  rcases hw0.eq_or_lt with rfl | hpos
  · -- free carriers: a Lorentzian centred at zero frequency
    have h := integral_comp_mul_left_Ioi (fun x : ℝ => (1 + x ^ 2)⁻¹) 0 (inv_pos.mpr hg)
    rw [mul_zero, integral_Ioi_inv_one_add_sq, Real.arctan_zero, sub_zero, inv_inv,
      smul_eq_mul] at h
    have key : ∀ w ∈ Ioi (0 : ℝ), lineShape 0 g w = g⁻¹ * (1 + (g⁻¹ * w) ^ 2)⁻¹ := by
      intro w hw
      have hw' : 0 < w := hw
      have h1 : oscDenom 0 g w = g ^ 2 * w ^ 2 * (1 + (g⁻¹ * w) ^ 2) := by
        unfold oscDenom
        field_simp
        ring
      have h2 : 1 + (g⁻¹ * w) ^ 2 ≠ 0 := by positivity
      rw [lineShape, h1]
      generalize 1 + (g⁻¹ * w) ^ 2 = c at h2 ⊢
      field_simp
    rw [setIntegral_congr_fun measurableSet_Ioi key, integral_const_mul, h]
    field_simp
  · obtain ⟨hint, harea⟩ := symmetrised_area hpos hg
    have hL : IntegrableOn (lineShape w0 g) (Ioi 0) := by
      have hm : Measurable (lineShape w0 g) := by
        unfold lineShape oscDenom
        fun_prop
      refine Integrable.mono' hint hm.aestronglyMeasurable
        ((ae_restrict_iff' measurableSet_Ioi).mpr (ae_of_all _ fun w hw => ?_))
      have hD := oscDenom_pos w0 hg hw
      rw [lineShape, Real.norm_of_nonneg (by positivity)]
      exact div_le_div_of_nonneg_right (by nlinarith [mul_nonneg hg.le (sq_nonneg w0)]) hD.le
    have hsub := integral_sub hint hL
    have hrest : ∫ w in Ioi (0 : ℝ), g * w0 ^ 2 / oscDenom w0 g w
        = ∫ w in Ioi (0 : ℝ), (g * (w ^ 2 + w0 ^ 2) / oscDenom w0 g w - lineShape w0 g w) := by
      congr 1
      ext w
      rw [lineShape]
      ring
    have hrefl := reflection hpos hg
    linarith
```

## The sum rule for one oscillator and for many

Multiplying the area by \(w_p^2\) gives the sum rule. Neither \(w_0\) nor \(g\) appears on the right-hand side: they move and broaden the line but leave its weighted area unchanged.

```lean
/-- **f-sum rule**: the integral of `w Im χ(w)` over positive frequencies is `π wp²/2`, for every
resonance frequency `w0 ≥ 0` and damping `g > 0`. -/
theorem f_sum_rule (wp : ℝ) {w0 g : ℝ} (hw0 : 0 ≤ w0) (hg : 0 < g) :
    ∫ w in Ioi (0 : ℝ), w * (chi wp w0 g w).im = π * wp ^ 2 / 2 := by
  simp only [weighted_absorption]
  rw [integral_const_mul, lineShape_area hw0 hg]
  ring
```

An overdamped case can be integrated directly. Take \(w_0^2=2\), \(g=3\) and \(w_p=2\). Then \(D=w^4+5w^2+4=(w^2+1)(w^2+4)\), and partial fractions give

\[
\int_0^\infty L\,dw=\int_0^\infty\left(\frac{4}{w^2+4}-\frac{1}{w^2+1}\right)dw=\pi-\frac\pi2=\frac\pi2,
\]

so the weighted absorption integrates to \(4\cdot\pi/2=2\pi\), in agreement with \(\pi w_p^2/2\).

For a finite family of independent oscillators, labelled by \(j\) and each with its own \(w_{p,j}\), \(w_{0,j}\ge 0\) and \(g_j>0\), the susceptibilities add, and so do the areas:

\[
\int_0^\infty w\operatorname{Im}\sum_j\chi_j(w)\,dw=\frac\pi2\sum_j w_{p,j}^2.
\]

Bound and free oscillators may be mixed. Sum and integral may be exchanged because each line shape is integrable. The proof reads this off from the known area: Lean assigns the value 0 to the integral of a non-integrable function, and \(\pi/2\) is not 0.

In nonrelativistic quantum mechanics, when the potential energy depends only on the positions, the f-sum rule also fixes the total weight through the number of electrons, by way of the commutator of position and momentum. In the present classical model the weights \(w_{p,j}^2\) are inputs. What carries over to simulation practice is that, when a computed spectrum is represented by finitely many independent Lorentz oscillators, changing their broadenings \(g_j>0\) at fixed \(w_{p,j}\) leaves the integral of \(w\operatorname{Im}\chi\) unchanged.

```lean
/-- For finitely many oscillators, each with resonance frequency `w0 j ≥ 0` and damping `g j > 0`,
the integral over positive frequencies of `w Im χ(w)` of the total susceptibility is `π/2` times the
sum of the squared plasma frequencies. -/
theorem f_sum_rule_many {ι : Type*} [Fintype ι] (wp w0 g : ι → ℝ)
    (hw0 : ∀ j, 0 ≤ w0 j) (hg : ∀ j, 0 < g j) :
    ∫ w in Ioi (0 : ℝ), w * (∑ j, chi (wp j) (w0 j) (g j) w).im = π / 2 * ∑ j, wp j ^ 2 := by
  have hL : ∀ j, IntegrableOn (lineShape (w0 j) (g j)) (Ioi 0) := by
    intro j
    by_contra hn
    have h0 := integral_undef hn
    rw [lineShape_area (hw0 j) (hg j)] at h0
    linarith [Real.pi_pos]
  simp only [Complex.im_sum, Finset.mul_sum, weighted_absorption]
  rw [MeasureTheory.integral_finsetSum _ fun j _ => (hL j).const_mul (wp j ^ 2)]
  refine Finset.sum_congr rfl fun j _ => ?_
  rw [integral_const_mul, lineShape_area (hw0 j) (hg j)]
  ring
```

## The inverse moment and other line profiles

The reflected half of the area has its own meaning. Since \(\operatorname{Im}\chi(w)/w=w_p^2\,g/D(w)\), for \(w_0>0\)

\[
w_0^2\int_0^\infty\frac{\operatorname{Im}\chi(w)}{w}\,dw
=w_p^2\int_0^\infty\frac{g\,w_0^2}{D(w)}\,dw=\frac{\pi w_p^2}{2}.
\]

Because \(\chi(0)=w_p^2/w_0^2\), this is the Kramers–Kronig relation at zero frequency for a single bound oscillator. Free carriers are excluded, since their static response diverges.

The substitution and the reflection also work for profiles other than the Cauchy density. The reflection changes \(u\) into \(-u\), so for any even integrable function \(F\) and \(w_0>0\)

\[
\int_0^\infty F(u(w))\,dw=\frac g2\int_{-\infty}^{\infty}F(u)\,du .
\]

A Gaussian \(F(u)=e^{-u^2}\), for example, gives \(g\sqrt\pi/2\). This extension rests on the argument just given; the code treats only the Cauchy density.

```lean
/-- Inverse-moment sum rule: for a bound oscillator (`w0 > 0`) with damping `g > 0`, `w0²` times the
integral of `Im χ(w)/w` over positive frequencies is `π wp²/2`. -/
theorem inverse_moment_sum_rule (wp : ℝ) {w0 g : ℝ} (hw0 : 0 < w0) (hg : 0 < g) :
    w0 ^ 2 * ∫ w in Ioi (0 : ℝ), (chi wp w0 g w).im / w = π * wp ^ 2 / 2 := by
  have key : ∀ w ∈ Ioi (0 : ℝ), w0 ^ 2 * ((chi wp w0 g w).im / w)
      = wp ^ 2 * (g * w0 ^ 2 / oscDenom w0 g w) := by
    intro w hw
    have hw' : 0 < w := hw
    have hD := (oscDenom_pos w0 hg hw').ne'
    have h : (chi wp w0 g w).im = wp ^ 2 * lineShape w0 g w / w := by
      rw [eq_div_iff hw'.ne', mul_comm, weighted_absorption]
    rw [h, lineShape]
    field_simp
  rw [← integral_const_mul, setIntegral_congr_fun measurableSet_Ioi key, integral_const_mul,
    ← reflection hw0 hg, lineShape_area hw0.le hg]
  ring
```

## The undamped oscillator

At \(g=0\) the numerator of \(L\) vanishes, so \(w\operatorname{Im}\chi(w)\) is zero at every positive frequency except possibly \(w=w_0\), and a single point does not affect an integral. The result is 0 instead of \(\pi w_p^2/2\), so for \(w_p\ne0\) the sum rule fails. Physically, as \(g\to0^+\) with \(w_0>0\), the line narrows at constant area into \((\pi w_p^2/2)\,\delta(w-w_0)\), which the pointwise function at \(g=0\) does not record.

```lean
/-- At zero damping the integral of the pointwise `w Im χ(w)` over positive frequencies is zero. -/
theorem undamped_integral (wp w0 : ℝ) :
    ∫ w in Ioi (0 : ℝ), w * (chi wp w0 0 w).im = 0 := by
  simp [weighted_absorption, lineShape]

end

end LorentzOscillatorSumRule
```

```lean
#print axioms LorentzOscillatorSumRule.f_sum_rule
-- 'LorentzOscillatorSumRule.f_sum_rule' depends on axioms: [propext, Classical.choice, Quot.sound]
#print axioms LorentzOscillatorSumRule.f_sum_rule_many
-- 'LorentzOscillatorSumRule.f_sum_rule_many' depends on axioms: [propext, Classical.choice, Quot.sound]
#print axioms LorentzOscillatorSumRule.inverse_moment_sum_rule
-- 'LorentzOscillatorSumRule.inverse_moment_sum_rule' depends on axioms: [propext, Classical.choice, Quot.sound]
#print axioms LorentzOscillatorSumRule.undamped_integral
-- 'LorentzOscillatorSumRule.undamped_integral' depends on axioms: [propext, Classical.choice, Quot.sound]
```
